# Targeted free-energy perturbation on the real line: the average of exp(−βΦ) is Z₁/Z₀

## Stretching one harmonic well onto another

Take one classical coordinate $x$ at inverse temperature $\beta>0$ and two wells with the same centre, $U_0(x)=\tfrac12k_0x^2$ and $U_1(x)=\tfrac12k_1x^2$, where $k_0,k_1>0$. The map $M(x)=sx$ with $s=\sqrt{k_0/k_1}$ stretches or compresses the first well into the second, since
$$U_1(sx)=\tfrac12k_1s^2x^2=\tfrac12k_0x^2=U_0(x).$$
The energies cancel at every point. What remains is the change of length element, $dy=s\,dx$, which contributes
$$-\frac1\beta\ln s=\frac1{2\beta}\ln\frac{k_1}{k_0}.$$
This number is the free-energy difference of the wells, found without evaluating a Gaussian integral.

## The general statement

Let $U_0,U_1$ be real-valued potentials on the line with integrable Boltzmann factors. For $i=0,1$ write
$$Z_i=\int e^{-\beta U_i(x)}\,dx,\qquad F_i=-\frac1\beta\ln Z_i,\qquad \langle A\rangle_i=\frac1{Z_i}\int A(x)\,e^{-\beta U_i(x)}\,dx,$$
and $\Delta F=F_1-F_0$. Let $M$ be a differentiable map of the line onto itself with $M'>0$, and define the generalised energy gap
$$\Phi(x)=U_1(M(x))-U_0(x)-\frac1\beta\ln M'(x).$$
Then $\langle e^{-\beta\Phi}\rangle_0=Z_1/Z_0=e^{-\beta\Delta F}$. If $\Phi$ is constant, the constant is $\Delta F$. Neither the potentials nor $M'$ need be continuous.

For $M(x)=x$ this is ordinary free-energy perturbation, with $\Phi=U_1-U_0$. In simulation, a map that brings the image of ensemble 0 into better overlap with ensemble 1 can reduce the spread of the estimator; the result here concerns exact averages over a single coordinate, not finite samples.

## Derivation by substitution

Both $Z_i$ are positive because their integrands are positive everywhere. From the definition of $F_i$, $-\beta\Delta F=\ln Z_1-\ln Z_0$, hence $e^{-\beta\Delta F}=Z_1/Z_0$.

Multiplying $\Phi$ by $-\beta$ and subtracting $\beta U_0$ gives
$$-\beta\Phi(x)-\beta U_0(x)=\ln M'(x)-\beta U_1(M(x)),$$
and exponentiating gives the pointwise identity
$$e^{-\beta\Phi(x)}e^{-\beta U_0(x)}=M'(x)\,e^{-\beta U_1(M(x))}.\tag{1}$$

Let $A$ be an observable for which $A\,e^{-\beta U_1}$ is integrable. By (1) and the substitution $y=M(x)$,
$$\langle A(M(x))\,e^{-\beta\Phi(x)}\rangle_0=\frac1{Z_0}\int A(M(x))\,M'(x)\,e^{-\beta U_1(M(x))}dx=\frac1{Z_0}\int A(y)\,e^{-\beta U_1(y)}dy=e^{-\beta\Delta F}\langle A\rangle_1.$$
Setting $A=1$ gives the perturbation formula, and taking $-(1/\beta)\ln$ gives $\Delta F$. If $\Phi=c$ everywhere, the average is $e^{-\beta c}$, so $c=\Delta F$.

## When the gap is constant

Let $\rho_i=e^{-\beta U_i}/Z_i$ be the normalised densities. Dividing (1) by $Z_0\,\rho_0(x)$ gives
$$e^{-\beta\Phi(x)}=\frac{Z_1}{Z_0}\,\frac{M'(x)\,\rho_1(M(x))}{\rho_0(x)}.$$
If $\Phi$ is constant, the left side is $e^{-\beta\Delta F}=Z_1/Z_0$, so $\rho_0(x)=M'(x)\,\rho_1(M(x))$ for all $x$: the map carries one ensemble to the other. Conversely, this density relation makes the last fraction 1, and then $\Phi=\Delta F$ everywhere.

For wells $U_i(x)=\tfrac12k_i(x-a_i)^2$ with centres $a_i$, the map $M(x)=a_1+s(x-a_0)$ gives $U_1(M(x))=\tfrac12k_1s^2(x-a_0)^2=U_0(x)$. Again $\Phi=\ln(k_1/k_0)/(2\beta)$, whatever the centres.

## Positive slope does not make a map onto

The condition $M'>0$ is not enough for a bijection of the line. It makes $M$ one-to-one, but $M(x)=\arctan x$ has positive slope and reaches only $(-\pi/2,\pi/2)$. The substitution then yields
$$\langle e^{-\beta\Phi}\rangle_0=\frac1{Z_0}\int_{-\pi/2}^{\pi/2}e^{-\beta U_1(y)}\,dy<\frac{Z_1}{Z_0},$$
because the rest of ensemble 1 is never visited. Surjectivity is therefore a separate condition on the map.

## The Lean file

```lean
import Mathlib

open MeasureTheory

namespace TargetedPerturbation

noncomputable section

/-- A differentiable map `M` of the line onto itself with positive derivative `M'`. -/
structure TargetMap (M M' : ℝ → ℝ) : Prop where
  hasDeriv : ∀ x, HasDerivAt M (M' x) x
  pos : ∀ x, 0 < M' x
  surj : Function.Surjective M

/-- The configurational partition function `Z = ∫ exp(-β U)`, for an integrable Boltzmann factor. -/
def partitionFn (β : ℝ) (U : ℝ → ℝ) : ℝ := ∫ x, Real.exp (-β * U x)

/-- The free energy `F = -(1/β) ln Z`, for `β ≠ 0` and `Z > 0`. -/
def freeEnergy (β : ℝ) (U : ℝ → ℝ) : ℝ := -(1 / β) * Real.log (partitionFn β U)

/-- The canonical average of an observable `A` in the potential `U`, for `Z ≠ 0` and integrable `A
exp(-β U)`. -/
def average (β : ℝ) (U A : ℝ → ℝ) : ℝ :=
  (∫ x, A x * Real.exp (-β * U x)) / partitionFn β U

/-- The normalised Boltzmann density `exp(-β U) / Z`, for `Z ≠ 0`. -/
def density (β : ℝ) (U : ℝ → ℝ) (x : ℝ) : ℝ := Real.exp (-β * U x) / partitionFn β U

/-- The generalised energy gap `Φ(x) = U₁(M x) - U₀(x) - (1/β) ln M'(x)`,
for `β ≠ 0` and `M' > 0`. -/
def work (β : ℝ) (U₀ U₁ M M' : ℝ → ℝ) (x : ℝ) : ℝ :=
  U₁ (M x) - U₀ x - 1 / β * Real.log (M' x)

variable {β : ℝ} {U₀ U₁ M M' : ℝ → ℝ}

/-- The partition function of an integrable Boltzmann factor is positive. -/
theorem partitionFn_pos {U : ℝ → ℝ} (h : Integrable fun x => Real.exp (-β * U x)) :
    0 < partitionFn β U := by
  unfold partitionFn
  rw [integral_pos_iff_support_of_nonneg (fun x => (Real.exp_pos _).le) h]
  have hs : (Function.support fun x => Real.exp (-β * U x)) = Set.univ :=
    Set.eq_univ_of_forall fun x => (Real.exp_pos _).ne'
  rw [hs]
  simp

/-- The free-energy difference gives the ratio of partition functions:
`exp(-β (F₁ - F₀)) = Z₁ / Z₀`. -/
theorem exp_neg_freeEnergy_sub (hβ : 0 < β)
    (h₀ : Integrable fun x => Real.exp (-β * U₀ x))
    (h₁ : Integrable fun x => Real.exp (-β * U₁ x)) :
    Real.exp (-β * (freeEnergy β U₁ - freeEnergy β U₀))
      = partitionFn β U₁ / partitionFn β U₀ := by
  have hb : β * (1 / β) = 1 := mul_one_div_cancel hβ.ne'
  have e : -β * (freeEnergy β U₁ - freeEnergy β U₀)
      = Real.log (partitionFn β U₁) - Real.log (partitionFn β U₀) := by
    unfold freeEnergy
    linear_combination (Real.log (partitionFn β U₁) - Real.log (partitionFn β U₀)) * hb
  rw [e, Real.exp_sub, Real.exp_log (partitionFn_pos h₁), Real.exp_log (partitionFn_pos h₀)]

/-- Substituting `y = M x` preserves integrability and the value of the integral. -/
theorem change_of_variables (h : TargetMap M M') (g : ℝ → ℝ) :
    (Integrable g ↔ Integrable fun x => M' x * g (M x)) ∧
      ∫ y, g y = ∫ x, M' x * g (M x) := by
  have inj : Function.Injective M := (strictMono_of_deriv_pos fun x => by
    rw [(h.hasDeriv x).deriv]; exact h.pos x).injective
  have img : M '' Set.univ = Set.univ := by rw [Set.image_univ, h.surj.range_eq]
  have hd : ∀ x ∈ (Set.univ : Set ℝ), HasDerivWithinAt M (M' x) Set.univ x :=
    fun x _ => (h.hasDeriv x).hasDerivWithinAt
  have habs : ∀ x, |M' x| = M' x := fun x => abs_of_pos (h.pos x)
  constructor
  · have := integrableOn_image_iff_integrableOn_abs_deriv_smul MeasurableSet.univ hd inj.injOn g
    simpa only [img, integrableOn_univ, habs, smul_eq_mul] using this
  · have := integral_image_eq_integral_abs_deriv_smul MeasurableSet.univ hd inj.injOn g
    simpa only [img, Measure.restrict_univ, habs, smul_eq_mul] using this

/-- The factor `exp(-β Φ)` turns the Boltzmann factor of `U₀` into that of `U₁` at the mapped
point, times the Jacobian. -/
theorem weight_identity (hβ : 0 < β) (h : TargetMap M M') (x : ℝ) :
    Real.exp (-β * work β U₀ U₁ M M' x) * Real.exp (-β * U₀ x)
      = M' x * Real.exp (-β * U₁ (M x)) := by
  have hb : β * (1 / β) = 1 := mul_one_div_cancel hβ.ne'
  have e : -β * work β U₀ U₁ M M' x + -β * U₀ x
      = Real.log (M' x) + -β * U₁ (M x) := by
    unfold work
    linear_combination Real.log (M' x) * hb
  rw [← Real.exp_add, e, Real.exp_add, Real.exp_log (h.pos x)]

/-- Targeted reweighting: the ensemble-0 average of `A(M x) exp(-β Φ)` exists and equals
`exp(-β (F₁ - F₀))` times the ensemble-1 average of `A`. -/
theorem targeted_reweighting (hβ : 0 < β) (h : TargetMap M M')
    (h₀ : Integrable fun x => Real.exp (-β * U₀ x))
    (h₁ : Integrable fun x => Real.exp (-β * U₁ x))
    (A : ℝ → ℝ) (hA : Integrable fun y => A y * Real.exp (-β * U₁ y)) :
    (Integrable fun x =>
      A (M x) * Real.exp (-β * work β U₀ U₁ M M' x) * Real.exp (-β * U₀ x)) ∧
    average β U₀ (fun x => A (M x) * Real.exp (-β * work β U₀ U₁ M M' x))
      = Real.exp (-β * (freeEnergy β U₁ - freeEnergy β U₀)) * average β U₁ A := by
  have key : (fun x =>
      A (M x) * Real.exp (-β * work β U₀ U₁ M M' x) * Real.exp (-β * U₀ x))
      = fun x => M' x * (A (M x) * Real.exp (-β * U₁ (M x))) := by
    funext x
    linear_combination A (M x) * weight_identity (U₀ := U₀) (U₁ := U₁) hβ h x
  have cov := change_of_variables h (fun y => A y * Real.exp (-β * U₁ y))
  constructor
  · rw [key]
    exact cov.1.mp hA
  · have I : ∫ x, A (M x) * Real.exp (-β * work β U₀ U₁ M M' x) * Real.exp (-β * U₀ x)
        = ∫ y, A y * Real.exp (-β * U₁ y) := by
      rw [key]
      exact cov.2.symm
    have z₀ := (partitionFn_pos h₀).ne'
    have z₁ := (partitionFn_pos h₁).ne'
    rw [exp_neg_freeEnergy_sub hβ h₀ h₁]
    simp only [average]
    rw [I]
    field_simp

/-- Targeted free-energy perturbation: `exp(-β Φ)` has a finite ensemble-0 average, equal to
`Z₁ / Z₀`, and `-(1/β)` times its logarithm is `F₁ - F₀`. -/
theorem targeted_perturbation (hβ : 0 < β) (h : TargetMap M M')
    (h₀ : Integrable fun x => Real.exp (-β * U₀ x))
    (h₁ : Integrable fun x => Real.exp (-β * U₁ x)) :
    (Integrable fun x => Real.exp (-β * work β U₀ U₁ M M' x) * Real.exp (-β * U₀ x)) ∧
    average β U₀ (fun x => Real.exp (-β * work β U₀ U₁ M M' x))
      = partitionFn β U₁ / partitionFn β U₀ ∧
    -(1 / β) * Real.log (average β U₀ fun x => Real.exp (-β * work β U₀ U₁ M M' x))
      = freeEnergy β U₁ - freeEnergy β U₀ := by
  have hb : β * (1 / β) = 1 := mul_one_div_cancel hβ.ne'
  have one : average β U₁ (fun _ => 1) = 1 := by
    simp only [average, one_mul]
    exact div_self (partitionFn_pos h₁).ne'
  -- reweighting of the trivial observable
  have r := targeted_reweighting hβ h h₀ h₁ (fun _ => 1) (by simpa only [one_mul] using h₁)
  simp only [one_mul] at r
  obtain ⟨ri, ra⟩ := r
  rw [one, mul_one] at ra
  refine ⟨ri, ra.trans (exp_neg_freeEnergy_sub hβ h₀ h₁), ?_⟩
  rw [ra, Real.log_exp]
  linear_combination (freeEnergy β U₁ - freeEnergy β U₀) * hb

/-- If `Φ` is constant, the constant is the free-energy difference. -/
theorem constant_work_eq (hβ : 0 < β) (h : TargetMap M M')
    (h₀ : Integrable fun x => Real.exp (-β * U₀ x))
    (h₁ : Integrable fun x => Real.exp (-β * U₁ x))
    {c : ℝ} (hc : ∀ x, work β U₀ U₁ M M' x = c) :
    c = freeEnergy β U₁ - freeEnergy β U₀ := by
  have hb : β * (1 / β) = 1 := mul_one_div_cancel hβ.ne'
  obtain ⟨_, _, hl⟩ := targeted_perturbation hβ h h₀ h₁
  have ha : average β U₀ (fun x => Real.exp (-β * work β U₀ U₁ M M' x))
      = Real.exp (-β * c) := by
    simp only [average, hc, integral_const_mul]
    exact mul_div_cancel_right₀ _ (partitionFn_pos h₀).ne'
  rw [ha, Real.log_exp] at hl
  linear_combination hl - c * hb

/-- `Φ` is constant exactly when `M` carries the Boltzmann density of `U₀` to that of `U₁`. -/
theorem constant_work_iff_transport (hβ : 0 < β) (h : TargetMap M M')
    (h₀ : Integrable fun x => Real.exp (-β * U₀ x))
    (h₁ : Integrable fun x => Real.exp (-β * U₁ x)) :
    (∃ c, ∀ x, work β U₀ U₁ M M' x = c) ↔
      ∀ x, density β U₀ x = M' x * density β U₁ (M x) := by
  have z₀ := (partitionFn_pos h₀).ne'
  have z₁ := (partitionFn_pos h₁).ne'
  have e := exp_neg_freeEnergy_sub hβ h₀ h₁
  constructor
  · rintro ⟨c, hc⟩ x
    have w := weight_identity (U₀ := U₀) (U₁ := U₁) hβ h x
    rw [hc x, constant_work_eq hβ h h₀ h₁ hc, e] at w
    unfold density
    calc Real.exp (-β * U₀ x) / partitionFn β U₀
        = (partitionFn β U₁ / partitionFn β U₀ * Real.exp (-β * U₀ x))
            / partitionFn β U₁ := by field_simp
      _ = M' x * (Real.exp (-β * U₁ (M x)) / partitionFn β U₁) := by
          rw [w, mul_div_assoc]
  · intro ht
    refine ⟨freeEnergy β U₁ - freeEnergy β U₀, fun x => ?_⟩
    have t := ht x
    unfold density at t
    have E : Real.exp (-β * work β U₀ U₁ M M' x)
        = Real.exp (-β * (freeEnergy β U₁ - freeEnergy β U₀)) := by
      rw [e]
      apply mul_right_cancel₀ (Real.exp_pos (-β * U₀ x)).ne'
      rw [weight_identity hβ h x]
      calc M' x * Real.exp (-β * U₁ (M x))
          = partitionFn β U₁ * (M' x * (Real.exp (-β * U₁ (M x)) / partitionFn β U₁)) := by
            field_simp
        _ = partitionFn β U₁ * (Real.exp (-β * U₀ x) / partitionFn β U₀) := by rw [← t]
        _ = partitionFn β U₁ / partitionFn β U₀ * Real.exp (-β * U₀ x) := by ring
    exact mul_left_cancel₀ (neg_ne_zero.mpr hβ.ne') (Real.exp_injective E)

/-- The harmonic well with force constant `k` and centre `a`, for `k > 0`. -/
def harmonic (k a x : ℝ) : ℝ := k / 2 * (x - a) ^ 2

/-- Between two harmonic wells, the affine map that matches centres and widths makes `Φ`
constant, with value `ln(k₁/k₀) / (2β)`. -/
theorem harmonic_witness (β a₀ a₁ : ℝ) {k₀ k₁ : ℝ} (hk₀ : 0 < k₀) (hk₁ : 0 < k₁) :
    TargetMap (fun x => a₁ + √(k₀ / k₁) * (x - a₀)) (fun _ => √(k₀ / k₁)) ∧
    ∀ x, work β (harmonic k₀ a₀) (harmonic k₁ a₁)
      (fun x => a₁ + √(k₀ / k₁) * (x - a₀)) (fun _ => √(k₀ / k₁)) x
        = 1 / (2 * β) * Real.log (k₁ / k₀) := by
  have hq : 0 < k₀ / k₁ := div_pos hk₀ hk₁
  have hs : 0 < √(k₀ / k₁) := Real.sqrt_pos.mpr hq
  refine ⟨⟨fun x => ?_, fun _ => hs, fun y => ?_⟩, fun x => ?_⟩
  · exact ((((hasDerivAt_id x).sub_const a₀).const_mul (√(k₀ / k₁))).const_add a₁).congr_deriv
      (mul_one _)
  · refine ⟨a₀ + (y - a₁) / √(k₀ / k₁), ?_⟩
    have hy : √(k₀ / k₁) * ((y - a₁) / √(k₀ / k₁)) = y - a₁ := mul_div_cancel₀ _ hs.ne'
    linear_combination hy
  · -- the stretched well has the same energy, so only the Jacobian term remains
    have hk : k₁ * √(k₀ / k₁) ^ 2 = k₀ := by
      rw [Real.sq_sqrt hq.le]
      field_simp
    simp only [work, harmonic]
    rw [Real.log_sqrt hq.le, Real.log_div hk₀.ne' hk₁.ne', Real.log_div hk₁.ne' hk₀.ne']
    linear_combination (x - a₀) ^ 2 / 2 * hk

/-- The free-energy difference of two harmonic wells is `ln(k₁/k₀) / (2β)`, whatever their
centres. -/
theorem harmonic_freeEnergy_sub (hβ : 0 < β) (a₀ a₁ : ℝ) {k₀ k₁ : ℝ}
    (hk₀ : 0 < k₀) (hk₁ : 0 < k₁) :
    freeEnergy β (harmonic k₁ a₁) - freeEnergy β (harmonic k₀ a₀)
      = 1 / (2 * β) * Real.log (k₁ / k₀) := by
  have hint : ∀ k a : ℝ, 0 < k → Integrable fun x => Real.exp (-β * harmonic k a x) := by
    intro k a hk
    have hb : 0 < β * k / 2 := by positivity
    have e : (fun x => Real.exp (-β * harmonic k a x))
        = fun x => Real.exp (-(β * k / 2) * (x - a) ^ 2) := by
      funext x
      congr 1
      unfold harmonic
      ring
    rw [e]
    exact (integrable_exp_neg_mul_sq hb).comp_sub_right a
  obtain ⟨hM, hc⟩ := harmonic_witness β a₀ a₁ hk₀ hk₁
  exact (constant_work_eq hβ hM (hint k₀ a₀ hk₀) (hint k₁ a₁ hk₁) hc).symm

end

end TargetedPerturbation
```

```lean
#print axioms TargetedPerturbation.targeted_perturbation
#print axioms TargetedPerturbation.constant_work_iff_transport
#print axioms TargetedPerturbation.harmonic_freeEnergy_sub
```

```
'TargetedPerturbation.targeted_perturbation' depends on axioms: [propext, Classical.choice, Quot.sound]
'TargetedPerturbation.constant_work_iff_transport' depends on axioms: [propext, Classical.choice, Quot.sound]
'TargetedPerturbation.harmonic_freeEnergy_sub' depends on axioms: [propext, Classical.choice, Quot.sound]
```

## Reading the definitions and hypotheses

`partitionFn`, `freeEnergy`, `average` and `density` are $Z$, $F$, $\langle A\rangle$ and $\rho$. The function `work` is $\Phi$; despite its name, no dynamics is involved. Integrals are over the whole line with Lebesgue measure. $Z$ is purely configurational, with no momentum factor, and lengths are treated as pure numbers.

`TargetMap M M'` holds the three conditions on the map. Here `M'` is a separate function, tied to `M` by `hasDeriv`. The hypotheses `h₀` and `h₁` say that the Boltzmann factors are integrable: physically, each potential confines the particle well enough for a normalised equilibrium state.

`targeted_perturbation` has three conclusions: integrability of the weighted estimator, the value $Z_1/Z_0$ of its average, and the logarithmic formula for $F_1-F_0$. The first matters because Lean assigns the value 0 to the integral of a non-integrable function.

The model has one unbounded coordinate and finite energies everywhere, which excludes hard walls and periodic angles. The map is given; its construction for a particular pair of potentials is treated only for harmonic wells.

## How the proof follows the derivation

`partitionFn_pos` uses the fact that a non-negative integrable function has a positive integral exactly when its support has positive measure; here the support is the whole line. `exp_neg_freeEnergy_sub` then converts the free-energy difference into $Z_1/Z_0$.

`change_of_variables` is the substitution $y=M(x)$. The positive derivative makes `M` strictly increasing, hence injective, and `surj` makes its image the whole line. Two Mathlib theorems, one for integrability and one for the value of the integral, supply the formula with $|M'|$, and positivity removes the absolute value. They require a derivative at each point but not a continuous one.

`weight_identity` is (1). Its `linear_combination` step checks the equation between exponents, using $\beta\cdot(1/\beta)=1$, and `Real.exp_log` turns the logarithm back into $M'(x)$.

In `targeted_reweighting`, `key` multiplies (1) by $A(M(x))$ and `cov` applies the substitution. The final `field_simp` cancels the $Z_1$ that normalises ensemble 1. `targeted_perturbation` specialises this to the observable 1, whose average is 1.

`constant_work_eq` pulls the constant $e^{-\beta c}$ out of the integral, cancels $Z_0$ and takes the logarithm. `constant_work_iff_transport` proves the density criterion in both directions; the converse ends with injectivity of the exponential and cancellation of $-\beta$.

For the wells, `harmonic_witness` verifies the affine map and evaluates $\Phi$. The equation `hk` is $k_1s^2=k_0$, and `Real.log_sqrt` produces the factor ½. `harmonic_freeEnergy_sub` adds the integrability of a shifted Gaussian, without its value, and applies `constant_work_eq`.
